# In a point-dipole dimer with equal parallel transition dipoles, the bright exciton is the upper one exactly when the dipoles' angle θ to the axis satisfies cos²θ < 1/3

Two identical dye molecules sit at a distance $R$ from each other, with their transition dipoles parallel. Light can excite either one, and the Coulomb interaction passes the excitation back and forth. The pair therefore has two exciton levels, and only one of them absorbs. Whether that level is the upper or the lower one depends on how the dipoles are tilted against the line joining the molecules. The model here keeps one excited state per molecule, with a single excitation shared by the pair, and the point-dipole part of their interaction.

## The coupling and the two-level model

```lean
import Mathlib

open Matrix Filter Topology InnerProductGeometry

namespace ExcitonDimer

noncomputable section

variable {V : Type*} [NormedAddCommGroup V] [InnerProductSpace ℝ V]
```

The last line lets `V` be any real vector space with an inner product. Ordinary 3-space is the physical case, since $1/r$ is the Coulomb potential there; the algebra does not depend on the dimension.

```lean
/-- Point-dipole coupling of transition dipoles `u` and `v` at distance `R` along the
direction `n`. -/
def dipoleCoupling (R : ℝ) (n u v : V) : ℝ :=
  (inner ℝ u v - 3 * inner ℝ u n * inner ℝ v n) / R ^ 3
```

For a direction $n$ and transition dipoles $u$ and $v$, this defines

$$J=\frac{\langle u,v\rangle-3\langle u,n\rangle\langle v,n\rangle}{R^3}.$$

Lean writes $\langle u,v\rangle$ as `inner ℝ u v`. The units are Gaussian or atomic, without dielectric screening. The definition does not require $n$ to be a unit vector; the theorems that need this assume `‖n‖ = 1`.

```lean
/-- Hamiltonian of two equal molecules with excitation energy `E` and coupling `J`, in the
basis of local excitations. -/
def dimerHamiltonian (E J : ℝ) : Matrix (Fin 2) (Fin 2) ℝ := !![E, J; J, E]
```

The basis states are "molecule 0 excited" and "molecule 1 excited", and the Hamiltonian is

$$H=\begin{pmatrix}E&J\\J&E\end{pmatrix}.$$

Here $E$ is the excitation energy of either molecule in the dimer. The off-diagonal element stands for the Coulomb transfer of the excitation. Using the point-dipole $J$ for it is a physical assumption, reasonable when the molecules are small compared with $R$. Charge-transfer states, orbital overlap and vibrations are left out.

```lean
/-- The in-phase superposition of the two local excitations. -/
def symState : Fin 2 → ℝ := ![1 / √2, 1 / √2]
```

A state is a pair of real amplitudes $(c_0,c_1)$. This one is $(1,1)/\sqrt2$.

```lean
/-- The out-of-phase superposition of the two local excitations. -/
def antiState : Fin 2 → ℝ := ![1 / √2, -(1 / √2)]
```

The out-of-phase state is $(1,-1)/\sqrt2$.

```lean
/-- Dipole strength of the exciton with amplitudes `c`: the squared length of its total
transition dipole. -/
def dipoleStrength (u v : V) (c : Fin 2 → ℝ) : ℝ := ‖c 0 • u + c 1 • v‖ ^ 2
```

The transition dipole of an exciton is the amplitude-weighted sum of the molecular ones, and its strength is $\|c_0u+c_1v\|^2$. The symbol `•` multiplies a vector by a number. This is a squared dipole, without the energy factor that would turn it into an oscillator strength.

## From the Coulomb potential to the dipole coupling

```lean
/-- Rate of change of the distance `‖a + t v‖` at `t = 0`. -/
theorem hasDerivAt_distance {a : V} (ha : a ≠ 0) (v : V) :
    HasDerivAt (fun t : ℝ => ‖a + t • v‖) (inner ℝ a v / ‖a‖) 0 := by
  have hl : HasDerivAt (fun t : ℝ => a + t • v) v 0 :=
    HasDerivAt.congr_deriv (((hasDerivAt_id' (0 : ℝ)).smul_const v).const_add a)
      (one_smul ℝ v)
  have hq : HasDerivAt (fun t : ℝ => ‖a + t • v‖ ^ 2) (2 * inner ℝ a v) 0 :=
    hl.norm_sq.congr_deriv (by simp)
  -- the distance is the square root of its square
  have hs := hq.sqrt (by simpa using ha)
  simp only [Real.sqrt_sq, norm_nonneg] at hs
  refine hs.congr_deriv ?_
  rw [zero_smul, add_zero]
  exact mul_div_mul_left _ _ two_ne_zero
```

`HasDerivAt f f' x` says that $f$ is differentiable at $x$ with derivative $f'$. By hand, expand the square:

$$\|a+tv\|^2=\|a\|^2+2t\langle a,v\rangle+t^2\|v\|^2.$$

Its derivative at $t=0$ is $2\langle a,v\rangle$. The distance is the square root of this, so the chain rule gives $2\langle a,v\rangle/(2\|a\|)=\langle a,v\rangle/\|a\|$. The hypothesis $a\neq0$ keeps the square root away from its singular point. In the proof, `hq` is the derivative of the square and `hs` applies the square root.

```lean
/-- Rate of change of the Coulomb potential `1/‖a + t v‖` at `t = 0`. -/
theorem hasDerivAt_coulomb {a : V} (ha : a ≠ 0) (v : V) :
    HasDerivAt (fun t : ℝ => 1 / ‖a + t • v‖) (-(inner ℝ a v) / ‖a‖ ^ 3) 0 := by
  have h := (hasDerivAt_const (0 : ℝ) (1 : ℝ)).fun_div (hasDerivAt_distance ha v)
    (by simpa using ha)
  refine h.congr_deriv ?_
  rw [zero_smul, add_zero]
  ring
```

The derivative of a reciprocal is minus the derivative of the denominator over its square:

$$\frac{d}{dt}\frac1{\|a+tv\|}\bigg|_{t=0}=-\frac{\langle a,v\rangle/\|a\|}{\|a\|^2}=-\frac{\langle a,v\rangle}{\|a\|^3}.$$

This is the inner product of $v$ with the gradient, at $a$, of the potential of a unit charge at the origin. Lean obtains it from the quotient rule, `fun_div`.

```lean
/-- The mixed derivative of the Coulomb interaction with respect to the displacements of two charges
along `u` and `v`, taken at zero displacement, is the point-dipole coupling; the inner derivative
exists for all small displacements `s`. -/
theorem mixed_derivative_coulomb {R : ℝ} (hR : 0 < R) {n : V} (hn : ‖n‖ = 1) (u v : V) :
    (∀ᶠ s in 𝓝 (0 : ℝ),
      DifferentiableAt ℝ (fun t : ℝ => 1 / ‖R • n + t • v - s • u‖) 0) ∧
    HasDerivAt (fun s : ℝ => deriv (fun t : ℝ => 1 / ‖R • n + t • v - s • u‖) 0)
      (dipoleCoupling R n u v) 0 := by
  have hRn : ‖R • n‖ = R := by
    rw [norm_smul, hn, mul_one, Real.norm_eq_abs, abs_of_pos hR]
  have ha : R • n ≠ 0 := by
    rw [← norm_ne_zero_iff, hRn]
    exact hR.ne'
  have hc : Continuous (fun s : ℝ => R • n + s • (-u)) := by fun_prop
  have hne : ∀ᶠ s in 𝓝 (0 : ℝ), R • n + s • (-u) ≠ 0 :=
    hc.continuousAt.eventually_ne (by simpa using ha)
  -- the inner derivative, for every `s` at which the charges do not collide
  have key : ∀ s : ℝ, R • n + s • (-u) ≠ 0 →
      HasDerivAt (fun t : ℝ => 1 / ‖R • n + t • v - s • u‖)
        (-(R * inner ℝ v n - s * inner ℝ u v) / ‖R • n + s • (-u)‖ ^ 3) 0 := by
    intro s hs
    have e : (fun t : ℝ => 1 / ‖R • n + t • v - s • u‖) =
        fun t : ℝ => 1 / ‖(R • n + s • (-u)) + t • v‖ := by
      funext t
      have h1 : R • n + t • v - s • u = (R • n + s • (-u)) + t • v := by module
      rw [h1]
    have hi : inner ℝ (R • n + s • (-u)) v = R * inner ℝ v n - s * inner ℝ u v := by
      rw [inner_add_left, real_inner_smul_left, real_inner_smul_left, inner_neg_left,
        real_inner_comm v n]
      ring
    rw [e, ← hi]
    exact hasDerivAt_coulomb hs v
  refine ⟨hne.mono fun s hs => (key s hs).differentiableAt, ?_⟩
  -- the outer derivative, by the quotient rule
  have hnum : HasDerivAt (fun s : ℝ => -(R * inner ℝ v n - s * inner ℝ u v))
      (inner ℝ u v) 0 :=
    HasDerivAt.congr_deriv (((hasDerivAt_id' (0 : ℝ)).mul_const (inner ℝ u v)).const_sub
      (R * inner ℝ v n)).fun_neg (by ring)
  have hq := hnum.fun_div ((hasDerivAt_distance ha (-u)).fun_pow 3)
    (by simpa using ha)
  refine HasDerivAt.congr_of_eventuallyEq (hq.congr_deriv ?_)
    (hne.mono fun s hs => (key s hs).deriv)
  simp only [zero_smul, add_zero, hRn, inner_neg_right, real_inner_smul_left,
    dipoleCoupling, Nat.reduceSub, Nat.cast_ofNat]
  rw [real_inner_comm u n]
  field_simp
  ring
```

Put one unit charge at $su$ and the other at $Rn+tv$. Their interaction is $1/\|Rn+tv-su\|$. Differentiating once in each displacement picks out the term proportional to both, which is the interaction of the dipoles $u$ and $v$.

The statement has two parts. The first, with `∀ᶠ s in 𝓝 (0 : ℝ)`, says that the $t$-derivative exists for every $s$ close enough to zero. It matters because Lean's `deriv` returns 0 where no derivative exists. The second says that this $t$-derivative, as a function of $s$, has derivative $J$ at $s=0$.

By hand, set $a_s=Rn-su$. For small $s$ this is nonzero, and the previous result gives the inner derivative

$$-\frac{\langle a_s,v\rangle}{\|a_s\|^3}=\frac{-(R\langle v,n\rangle-s\langle u,v\rangle)}{\|a_s\|^3}.$$

At $s=0$ the numerator is $-R\langle v,n\rangle$ and its derivative is $\langle u,v\rangle$. The denominator is $R^3$. Since $\|a_s\|$ changes at the rate $-\langle u,n\rangle$, the denominator has derivative $-3R^2\langle u,n\rangle$. The quotient rule then gives

$$\frac{\langle u,v\rangle R^3-3R^3\langle u,n\rangle\langle v,n\rangle}{R^6}=J.$$

In the proof, `hne` says that the charges stay apart for small $s$, `key` is the inner derivative, and `hnum` and `hq` carry out the outer one. The step `congr_of_eventuallyEq` allows the inner derivative to be replaced by its formula, because the two agree near $s=0$.

## How strong the coupling can be

```lean
/-- The point-dipole coupling never exceeds `2‖u‖‖v‖/R³` in magnitude. -/
theorem abs_dipoleCoupling_le {R : ℝ} (hR : 0 < R) {n : V} (hn : ‖n‖ = 1) (u v : V) :
    |dipoleCoupling R n u v| ≤ 2 * ‖u‖ * ‖v‖ / R ^ 3 := by
  -- the numerator of the coupling is the inner product of `v` with a vector built from `u`
  have hwv : inner ℝ (u - (3 * inner ℝ u n) • n) v =
      inner ℝ u v - 3 * inner ℝ u n * inner ℝ v n := by
    rw [inner_sub_left, real_inner_smul_left, real_inner_comm v n]
  have hw : ‖u - (3 * inner ℝ u n) • n‖ ^ 2 = ‖u‖ ^ 2 + 3 * (inner ℝ u n) ^ 2 := by
    rw [norm_sub_sq_real, norm_smul, inner_smul_right, hn, mul_one, Real.norm_eq_abs, sq_abs]
    ring
  have hcs := abs_le.1 (abs_real_inner_le_norm u n)
  rw [hn, mul_one] at hcs
  have hle : ‖u - (3 * inner ℝ u n) • n‖ ≤ 2 * ‖u‖ := by
    have h2 : (inner ℝ u n) ^ 2 ≤ ‖u‖ ^ 2 := by nlinarith [hcs.1, hcs.2]
    by_contra h
    have h' := not_le.1 h
    nlinarith [norm_nonneg u, mul_nonneg (norm_nonneg u) (sub_nonneg.2 h'.le)]
  unfold dipoleCoupling
  rw [← hwv, abs_div, abs_of_pos (pow_pos hR 3)]
  have hfin := (abs_real_inner_le_norm (u - (3 * inner ℝ u n) • n) v).trans
    (mul_le_mul_of_nonneg_right hle (norm_nonneg v))
  gcongr
```

Write the numerator of $J$ as $\langle w,v\rangle$ with $w=u-3\langle u,n\rangle n$. Then

$$\|w\|^2=\|u\|^2-6\langle u,n\rangle^2+9\langle u,n\rangle^2=\|u\|^2+3\langle u,n\rangle^2\le4\|u\|^2,$$

where the last step is the Cauchy–Schwarz inequality with $\|n\|=1$. Hence $\|w\|\le2\|u\|$, and a second use of Cauchy–Schwarz gives $|J|\le2\|u\|\|v\|/R^3$. The facts `hwv`, `hw` and `hle` are these steps in order.

```lean
/-- Two dipoles of signed lengths `a` and `b` along the dimer axis have coupling
`-2ab/R³`. -/
theorem dipoleCoupling_headToTail (R a b : ℝ) {n : V} (hn : ‖n‖ = 1) :
    dipoleCoupling R n (a • n) (b • n) = -2 * a * b / R ^ 3 := by
  simp only [dipoleCoupling, real_inner_smul_left, real_inner_smul_right,
    real_inner_self_eq_norm_sq, hn]
  ring
```

For $u=an$ and $v=bn$ the numerator is $ab-3ab=-2ab$. With $R>0$ the magnitude is $2|a||b|/R^3$, so dipoles lying along the axis reach the bound.

## Energies and strengths of the two excitons

```lean
/-- The two superpositions are normalised eigenstates of the dimer, with energies `E + J`
and `E - J`. -/
theorem dimer_eigenstates (E J : ℝ) :
    (symState ⬝ᵥ symState = 1 ∧ antiState ⬝ᵥ antiState = 1) ∧
    dimerHamiltonian E J *ᵥ symState = (E + J) • symState ∧
    dimerHamiltonian E J *ᵥ antiState = (E - J) • antiState := by
  have h : (1 / √2 : ℝ) ^ 2 = 1 / 2 := by
    rw [div_pow, Real.sq_sqrt (by norm_num)]; norm_num
  refine ⟨⟨?_, ?_⟩, ?_, ?_⟩
  · simp only [dotProduct, Fin.sum_univ_two, symState, Matrix.cons_val_zero,
      Matrix.cons_val_one]
    linear_combination 2 * h
  · simp only [dotProduct, Fin.sum_univ_two, antiState, Matrix.cons_val_zero,
      Matrix.cons_val_one]
    linear_combination 2 * h
  · ext i
    fin_cases i <;> simp [dimerHamiltonian, symState, Matrix.mulVec, dotProduct,
      Fin.sum_univ_two] <;> ring
  · ext i
    fin_cases i <;> simp [dimerHamiltonian, antiState, Matrix.mulVec, dotProduct,
      Fin.sum_univ_two] <;> ring
```

The symbol `⬝ᵥ` is the dot product and `*ᵥ` applies a matrix to a vector. Both states have norm one, since $\tfrac12+\tfrac12=1$. Each row of $H$ acting on $(1,1)/\sqrt2$ gives $(E+J)/\sqrt2$. Acting on $(1,-1)/\sqrt2$, the rows give $(E-J)/\sqrt2$ and $-(E-J)/\sqrt2$. So the energies are $E+J$ and $E-J$. Lean checks the two components separately with `fin_cases i`.

```lean
/-- For arbitrary molecular dipoles the two excitons have dipole strengths `‖u + v‖²/2` and
`‖u - v‖²/2`. -/
theorem dimer_strengths (u v : V) :
    dipoleStrength u v symState = ‖u + v‖ ^ 2 / 2 ∧
    dipoleStrength u v antiState = ‖u - v‖ ^ 2 / 2 := by
  have h : (1 / √2 : ℝ) ^ 2 = 1 / 2 := by
    rw [div_pow, Real.sq_sqrt (by norm_num)]; norm_num
  constructor
  · change ‖(1 / √2 : ℝ) • u + (1 / √2 : ℝ) • v‖ ^ 2 = _
    rw [← smul_add, norm_smul, mul_pow, Real.norm_eq_abs, sq_abs, h]
    ring
  · change ‖(1 / √2 : ℝ) • u + (-(1 / √2) : ℝ) • v‖ ^ 2 = _
    rw [neg_smul, ← sub_eq_add_neg, ← smul_sub, norm_smul, mul_pow, Real.norm_eq_abs,
      sq_abs, h]
    ring
```

Here the molecular dipoles are arbitrary. Taking out the common factor,

$$\left\|\frac{u\pm v}{\sqrt2}\right\|^2=\frac{\|u\pm v\|^2}{2}.$$

In general both excitons absorb.

## Which level is bright

```lean
/-- The coupling of two equal parallel dipoles in terms of their angle to the dimer axis. -/
theorem dipoleCoupling_parallel (R : ℝ) {n : V} (hn : ‖n‖ = 1) (u : V) :
    dipoleCoupling R n u u = ‖u‖ ^ 2 / R ^ 3 * (1 - 3 * Real.cos (angle u n) ^ 2) := by
  unfold dipoleCoupling
  rw [real_inner_self_eq_norm_sq, ← cos_angle_mul_norm_mul_norm u n, hn]
  ring
```

Let $\theta$ be the angle between $u$ and $n$, written `angle u n`. With $v=u$ and $\langle u,n\rangle=\|u\|\cos\theta$,

$$J=\frac{\|u\|^2}{R^3}\,(1-3\cos^2\theta).$$

```lean
/-- In a dimer of equal parallel dipoles the symmetric eigenstate has strength `2‖u‖²` and the
antisymmetric one is dark. The bright level lies above the dark one exactly when
`cos² θ < 1/3`, and the two coincide exactly when `cos² θ = 1/3`. -/
theorem bright_above_dark_iff (E : ℝ) {R : ℝ} (hR : 0 < R) {n u : V} (hn : ‖n‖ = 1)
    (hu : u ≠ 0) :
    let J := dipoleCoupling R n u u
    (dimerHamiltonian E J *ᵥ symState = (E + J) • symState ∧
      dipoleStrength u u symState = 2 * ‖u‖ ^ 2) ∧
    (dimerHamiltonian E J *ᵥ antiState = (E - J) • antiState ∧
      dipoleStrength u u antiState = 0) ∧
    (E - J < E + J ↔ Real.cos (angle u n) ^ 2 < 1 / 3) ∧
    (E - J = E + J ↔ Real.cos (angle u n) ^ 2 = 1 / 3) := by
  intro J
  have hJ : J = ‖u‖ ^ 2 / R ^ 3 * (1 - 3 * Real.cos (angle u n) ^ 2) :=
    dipoleCoupling_parallel R hn u
  have hk : 0 < ‖u‖ ^ 2 / R ^ 3 := div_pos (pow_pos (norm_pos_iff.2 hu) 2) (pow_pos hR 3)
  refine ⟨⟨(dimer_eigenstates E J).2.1, ?_⟩, ⟨(dimer_eigenstates E J).2.2, ?_⟩, ?_, ?_⟩
  · rw [(dimer_strengths u u).1, ← two_smul ℝ u, norm_smul, Real.norm_eq_abs, mul_pow, sq_abs]
    ring
  · rw [(dimer_strengths u u).2, sub_self, norm_zero]
    norm_num
  · -- the sign of the coupling is the sign of the angular factor
    constructor
    · intro h
      have h1 : 0 < ‖u‖ ^ 2 / R ^ 3 * (1 - 3 * Real.cos (angle u n) ^ 2) := by linarith
      have h2 := (mul_pos_iff_of_pos_left hk).1 h1
      linarith
    · intro h
      have h1 := mul_pos hk (show 0 < 1 - 3 * Real.cos (angle u n) ^ 2 by linarith)
      linarith
  · constructor
    · intro h
      have h1 : ‖u‖ ^ 2 / R ^ 3 * (1 - 3 * Real.cos (angle u n) ^ 2) = 0 := by linarith
      have h2 := (mul_eq_zero.1 h1).resolve_left hk.ne'
      linarith
    · intro h
      have h1 : J = 0 := by rw [hJ, h]; ring
      linarith

end

end ExcitonDimer
```

The line `let J := dipoleCoupling R n u u` puts the dipole coupling into the Hamiltonian. The conclusion has four parts.

The symmetric state has energy $E+J$ and strength $\|2u\|^2/2=2\|u\|^2$, twice that of a single molecule. The antisymmetric state has energy $E-J$ and strength $\|u-u\|^2/2=0$, so it is dark.

The third part is the ordering. The bright level is higher when $E-J<E+J$, that is, when $J>0$. Because $u\neq0$ and $R>0$, the prefactor $\|u\|^2/R^3$ is positive; this is `hk` in the proof. The sign of $J$ is therefore the sign of $1-3\cos^2\theta$, and the condition becomes $\cos^2\theta<1/3$.

By the fourth part, the levels coincide exactly when $\cos^2\theta=1/3$, at about $54.7^\circ$ or its supplement. There $J=0$, every combination of the two local excitations is an eigenstate, and the split into a bright and a dark state is a choice of basis.

Taking both dipoles equal to $u$ also fixes the relative sign of the two excited states. Reversing that sign on one molecule reverses $J$ and exchanges the labels "symmetric" and "antisymmetric", but leaves the bright level where it was.

Within this two-molecule model without charge transfer or vibrations, the criterion separates the side-by-side arrangement of H-aggregates, with the bright level on top, from the head-to-tail arrangement of J-aggregates, with the bright level below.

The smallest space that the theorem allows is a line. Every nonzero dipole then lies along the axis, so $\cos^2\theta=1$ and $J=-2\|u\|^2/R^3$. The bright level is always the lower one, by $4\|u\|^2/R^3$; the opposite order needs at least a plane, where the dipoles can turn away from the axis.

```lean
#print axioms ExcitonDimer.mixed_derivative_coulomb
#print axioms ExcitonDimer.abs_dipoleCoupling_le
#print axioms ExcitonDimer.dipoleCoupling_headToTail
#print axioms ExcitonDimer.bright_above_dark_iff
```

```
'ExcitonDimer.mixed_derivative_coulomb' depends on axioms: [propext, Classical.choice, Quot.sound]
'ExcitonDimer.abs_dipoleCoupling_le' depends on axioms: [propext, Classical.choice, Quot.sound]
'ExcitonDimer.dipoleCoupling_headToTail' depends on axioms: [propext, Classical.choice, Quot.sound]
'ExcitonDimer.bright_above_dark_iff' depends on axioms: [propext, Classical.choice, Quot.sound]
```
